# Covariance of discrete phase-point operators under displacements, the Fourier matrix and, for odd dimension, a quadratic chirp

Suppose the state of a $d$-level system is represented by a table of numbers indexed by a position $q$ and a momentum $p$. If the labels are to behave as position and momentum, displacing the state should translate the table; the displaced table can then be read off from the old one. The problems below settle how the table responds to displacements and to the Fourier matrix for every $d\ge1$, and how the operators behind it respond to a quadratic chirp when $d$ is odd.

## Matrices on a periodic phase space

Positions, momenta and matrix indices are residues modulo $d$, the type `ZMod d`; `[NeZero d]` says $d\ge1$.

```lean
import Mathlib

open Matrix

namespace DiscreteWignerCovariance

noncomputable section

variable {d : ℕ} [NeZero d]
```

Write $\chi(x)$ for `phase d x`, the standard additive character: the residue of an integer $n$ is sent to $e^{2\pi i n/d}$. With $w=e^{2\pi i/d}$, this is what $w^x$ means for a residue $x$.

```lean
/-- The powers of the root of unity `w = exp(2πi/d)`, as a function of the exponent modulo `d`. -/
abbrev phase (d : ℕ) [NeZero d] : AddChar (ZMod d) ℂ := ZMod.stdAddChar
```

The shift $X$ moves a position basis state $e_j$ by one site. The clock $Z$ only multiplies $e_j$ by a phase, but it moves the momentum state $\frac1{\sqrt d}\sum_j\chi(pj)e_j$ from $p$ to $p+1$.

```lean
/-- The shift matrix `X`, with `X e_j = e_(j+1)`. -/
def shift (d : ℕ) : Matrix (ZMod d) (ZMod d) ℂ :=
  Matrix.of fun j k => if j = k + 1 then 1 else 0

/-- The clock matrix `Z`, with `Z e_j = w^j e_j`. -/
def clock (d : ℕ) [NeZero d] : Matrix (ZMod d) (ZMod d) ℂ :=
  Matrix.diagonal fun j => phase d j
```

Their product $D=X^aZ^b$ is the displacement. Textbooks often add a scalar phase, which cancels under conjugation. The exponents are natural numbers, which reach every residue.

```lean
/-- The phase-space displacement `X^a Z^b`. -/
def displacement (d : ℕ) [NeZero d] (a b : ℕ) : Matrix (ZMod d) (ZMod d) ℂ :=
  shift d ^ a * clock d ^ b
```

The Fourier matrix $F$ exchanges the position and momentum bases. The chirp $C$ multiplies $e_j$ by the phase $\chi(cj^2)$ with $c=\lfloor(d+1)/2\rfloor$, which for odd $d$ is the inverse of two modulo $d$.

```lean
/-- The Fourier matrix, with entries `w^(jk) / √d`, for `d ≥ 1`. -/
def fourier (d : ℕ) [NeZero d] : Matrix (ZMod d) (ZMod d) ℂ :=
  Matrix.of fun j k => phase d (j * k) / ((Real.sqrt d : ℝ) : ℂ)

/-- The quadratic chirp, diagonal with entries `w^(c j²)`, where `c` is the integer part
of `(d+1)/2`. -/
def chirp (d : ℕ) [NeZero d] : Matrix (ZMod d) (ZMod d) ℂ :=
  Matrix.diagonal fun j => phase d ((((d + 1) / 2 : ℕ) : ZMod d) * j ^ 2)
```

The phase-point operator has entries $A(q,p)_{jk}=\chi(p(j-k))$ if $j+k=2q$, and $0$ otherwise. It reflects positions about $q$, with phases set by $p$.

```lean
/-- The phase-point operator `A(q,p)`, with entries `w^(p(j-k))` where `j + k = 2q` and zero
elsewhere. -/
def pointOp (q p : ZMod d) : Matrix (ZMod d) (ZMod d) ℂ :=
  Matrix.of fun j k => if j + k = 2 * q then phase d (p * (j - k)) else 0
```

The Wigner function is $W_M(q,p)=\mathrm{Tr}(M A(q,p))/d$. Here $M$ is any complex matrix; for a physical state it is the density matrix. For odd $d$ this is the usual discrete Wigner function. For even $d$ the same formula is only a formal analogue: its values sum to $2\,\mathrm{Tr}\,M$ instead of $\mathrm{Tr}\,M$, and they do not determine $M$.

```lean
/-- The discrete Wigner function `W_M(q,p) = Tr(M A(q,p)) / d` of a matrix `M`, for `d ≥ 1`. -/
def wigner (M : Matrix (ZMod d) (ZMod d) ℂ) (q p : ZMod d) : ℂ :=
  Matrix.trace (M * pointOp q p) / d
```

## (a) Phases as powers of a root of unity

Show that, for every natural number $j$,
$$\chi(j)=\left(e^{2\pi i/d}\right)^j.$$

**Solution.** By definition $\chi(j)=e^{2\pi i j/d}$, and $e^{jz}=(e^z)^j$ with $z=2\pi i/d$.

```lean
/-- The phase with exponent `j` is the `j`-th power of `exp(2πi/d)`. -/
theorem phase_natCast (j : ℕ) :
    phase d (j : ZMod d) = Complex.exp (2 * Real.pi * Complex.I / d) ^ j := by
  have h := ZMod.stdAddChar_coe (N := d) (j : ℤ)
  simp only [Int.cast_natCast] at h
  refine h.trans ?_
  rw [← Complex.exp_nat_mul]
  congr 1
  ring
```

## (b) A phase times a conjugate phase

Show that
$$\chi(x)\,\overline{\chi(y)}=\chi(x-y).$$

**Solution.** Conjugation reverses the sign of the exponent, so $\overline{\chi(y)}=\chi(-y)$. Multiplying phases adds their exponents.

```lean
/-- Multiplying one phase by the conjugate of another subtracts the exponents. -/
theorem phase_mul_star (x y : ZMod d) :
    phase d x * star (phase d y) = phase d (x - y) := by
  have h : star (phase d y) = phase d (-y) := (AddChar.map_neg_eq_conj _ _).symm
  rw [h, ← AddChar.map_add_eq_mul, sub_eq_add_neg]
```

## (c) Conjugation by the shift

Find the entries of a shifted matrix:
$$(XMX^\dagger)_{jk}=M_{j-1,k-1}.$$

**Solution.** Since $X_{jm}=1$ only for $m=j-1$, we have $(XN)_{jk}=N_{j-1,k}$ for every $N$. Taking adjoints gives $(NX^\dagger)_{jk}=N_{j,k-1}$. Apply both. In Lean, `hL` is the first rule, and `hR` reduces the right factor to it.

```lean
/-- Conjugation by the shift moves every matrix entry one step along the diagonal. -/
theorem shift_conj_apply (M : Matrix (ZMod d) (ZMod d) ℂ) (j k : ZMod d) :
    (shift d * M * (shift d)ᴴ) j k = M (j - 1) (k - 1) := by
  have h : ∀ j m : ZMod d, (j = m + 1) ↔ (j - 1 = m) := fun j m => sub_eq_iff_eq_add.symm
  have hL : ∀ (N : Matrix (ZMod d) (ZMod d) ℂ) (j k : ZMod d),
      (shift d * N) j k = N (j - 1) k := by
    intro N j k
    simp [Matrix.mul_apply, shift, h]
  -- the right factor is handled by taking adjoints
  have hR : shift d * M * (shift d)ᴴ = (shift d * (shift d * M)ᴴ)ᴴ := by
    rw [conjTranspose_mul (shift d) ((shift d * M)ᴴ), conjTranspose_conjTranspose]
  rw [hR, conjTranspose_apply, hL, conjTranspose_apply, star_star, hL]
```

## (d) Conjugation by the clock

Show that
$$(ZMZ^\dagger)_{jk}=\chi(j-k)\,M_{jk}.$$

**Solution.** $Z$ is diagonal, so the entry is $\chi(j)M_{jk}\overline{\chi(k)}$. Part (b) combines the phases.

```lean
/-- Conjugation by the clock multiplies the `(j,k)` entry of a matrix by `w^(j-k)`. -/
theorem clock_conj_apply (M : Matrix (ZMod d) (ZMod d) ℂ) (j k : ZMod d) :
    (clock d * M * (clock d)ᴴ) j k = phase d (j - k) * M j k := by
  rw [clock, diagonal_conjTranspose, mul_diagonal, diagonal_mul, Pi.star_apply,
    ← phase_mul_star]
  ring
```

## (e) Unitarity of the displacements

Show that
$$DD^\dagger=1.$$

**Solution.** Put $M=1$ in (c) and (d). Then $(XX^\dagger)_{jk}=\delta_{j-1,k-1}=\delta_{jk}$ and $(ZZ^\dagger)_{jk}=\chi(j-k)\delta_{jk}=\delta_{jk}$. Powers and products of unitary matrices are unitary. Membership in `unitaryGroup` states this property.

```lean
/-- The displacements `X^a Z^b` are unitary. -/
theorem displacement_unitary (a b : ℕ) :
    displacement d a b ∈ Matrix.unitaryGroup (ZMod d) ℂ := by
  have hX : shift d ∈ Matrix.unitaryGroup (ZMod d) ℂ := by
    rw [mem_unitaryGroup_iff, star_eq_conjTranspose]
    ext j k
    have h := shift_conj_apply (1 : Matrix (ZMod d) (ZMod d) ℂ) j k
    rw [Matrix.mul_one] at h
    rw [h]
    simp [Matrix.one_apply]
  have hZ : clock d ∈ Matrix.unitaryGroup (ZMod d) ℂ := by
    rw [mem_unitaryGroup_iff, star_eq_conjTranspose]
    ext j k
    have h := clock_conj_apply (1 : Matrix (ZMod d) (ZMod d) ℂ) j k
    rw [Matrix.mul_one] at h
    rw [h]
    by_cases hjk : j = k
    · subst hjk
      simp
    · simp [hjk]
  exact mul_mem (pow_mem hX a) (pow_mem hZ b)
```

## (f) Displacing a phase-point operator

Show that
$$D\,A(q,p)\,D^\dagger=A(q+a,p+b).$$

**Solution.** By (c), one shift changes the support condition to $(j-1)+(k-1)=2q$, that is $j+k=2(q+1)$, and leaves $j-k$ alone. Hence $q\to q+1$. By (d), one clock factor gives $\chi(j-k)\chi(p(j-k))=\chi((p+1)(j-k))$, so $p\to p+1$. These are `x1` and `z1`. Induction gives `zb` for $Z^b$ and `xa` for $X^a$, and then
$$X^a\bigl(Z^bA(q,p)Z^{b\dagger}\bigr)X^{a\dagger}=X^aA(q,p+b)X^{a\dagger}=A(q+a,p+b).$$

```lean
/-- Displacement covariance: conjugation by `X^a Z^b` sends `A(q,p)` to `A(q+a,p+b)`. -/
theorem displacement_conj (a b : ℕ) (q p : ZMod d) :
    displacement d a b * pointOp q p * (displacement d a b)ᴴ =
      pointOp (q + (a : ZMod d)) (p + (b : ZMod d)) := by
  have x1 : ∀ q p : ZMod d, shift d * pointOp q p * (shift d)ᴴ = pointOp (q + 1) p := by
    intro q p
    ext j k
    have e : (j - 1 + (k - 1) = 2 * q) ↔ (j + k = 2 * (q + 1)) := by
      constructor <;> intro h <;> linear_combination h
    rw [shift_conj_apply]
    simp only [pointOp, Matrix.of_apply, e, sub_sub_sub_cancel_right]
  have z1 : ∀ q p : ZMod d, clock d * pointOp q p * (clock d)ᴴ = pointOp q (p + 1) := by
    intro q p
    ext j k
    rw [clock_conj_apply]
    simp only [pointOp, Matrix.of_apply]
    split_ifs
    · rw [← AddChar.map_add_eq_mul]
      congr 1
      ring
    · rw [mul_zero]
  -- iterate the two elementary translations
  have xa : shift d ^ a * pointOp q (p + b) * (shift d ^ a)ᴴ =
      pointOp (q + (a : ZMod d)) (p + (b : ZMod d)) := by
    induction a with
    | zero => simp
    | succ a ih =>
      calc _ = shift d * (shift d ^ a * pointOp q (p + b) * (shift d ^ a)ᴴ) * (shift d)ᴴ := by
            rw [pow_succ', conjTranspose_mul]
            simp only [Matrix.mul_assoc]
        _ = _ := by rw [ih, x1, Nat.cast_succ, add_assoc]
  have zb : clock d ^ b * pointOp q p * (clock d ^ b)ᴴ = pointOp q (p + b) := by
    clear xa
    induction b with
    | zero => simp
    | succ b ih =>
      calc _ = clock d * (clock d ^ b * pointOp q p * (clock d ^ b)ᴴ) * (clock d)ᴴ := by
            rw [pow_succ', conjTranspose_mul]
            simp only [Matrix.mul_assoc]
        _ = _ := by rw [ih, z1, Nat.cast_succ, add_assoc]
  rw [← xa, ← zb, displacement, conjTranspose_mul]
  simp only [Matrix.mul_assoc]
```

## (g) Products of Fourier entries

Show that
$$F_{jm}\overline{F_{kn}}=\frac{\chi(jm-kn)}{d}.$$

**Solution.** The two real factors $1/\sqrt d$ multiply to $1/d$, and (b) combines $\chi(jm)\overline{\chi(kn)}$.

```lean
/-- The product of a Fourier entry and a conjugate Fourier entry is a phase divided by `d`. -/
theorem fourier_mul_star (j m k n : ZMod d) :
    fourier d j m * star (fourier d k n) = phase d (j * m - k * n) / d := by
  have h : star ((Real.sqrt d : ℝ) : ℂ) = ((Real.sqrt d : ℝ) : ℂ) := Complex.conj_ofReal _
  simp only [fourier, Matrix.of_apply]
  rw [star_div₀, h, div_mul_div_comm, phase_mul_star, ← Complex.ofReal_mul,
    Real.mul_self_sqrt (Nat.cast_nonneg d), Complex.ofReal_natCast]
```

## (h) A quarter turn of phase space

Show that $F$ is unitary and that
$$F\,A(q,p)\,F^\dagger=A(-p,q).$$

**Solution.** Let $S=\sum_n\chi(nb)$, with $b$ now any residue. If $b=0$, then $S=d$. Otherwise replacing $n$ by $n+1$ gives $S=\chi(b)S$ with $\chi(b)\ne1$, so $S=0$. This is `orth`. With (g),
$$(FF^\dagger)_{jk}=\frac1d\sum_m\chi(m(j-k))=\delta_{jk}.$$
In $\sum_{m,n}F_{jm}A(q,p)_{mn}\overline{F_{kn}}$ only $m=2q-n$ survives (`inner`), leaving (`term`)
$$\frac1d\sum_n\chi\bigl(j(2q-n)-kn+p(2q-2n)\bigr)=\frac{\chi(2q(j+p))}{d}\sum_n\chi\bigl(-n(j+k+2p)\bigr).$$
The last sum is $d$ if $j+k=-2p$ and zero otherwise. On that support $2(j+p)=2j-(j+k)=j-k$, so the entry is $\chi(q(j-k))$, as required.

```lean
/-- Fourier covariance: conjugation by the unitary Fourier matrix sends `A(q,p)` to `A(-p,q)`. -/
theorem fourier_conj (q p : ZMod d) :
    fourier d ∈ Matrix.unitaryGroup (ZMod d) ℂ ∧
      fourier d * pointOp q p * (fourier d)ᴴ = pointOp (-p) q := by
  have hd : (d : ℂ) ≠ 0 := Nat.cast_ne_zero.2 (NeZero.ne d)
  -- orthogonality of the characters
  have orth : ∀ b : ZMod d, ∑ n, phase d (n * b) = if b = 0 then (d : ℂ) else 0 := by
    intro b
    have h := AddChar.sum_mulShift b (ZMod.isPrimitive_stdAddChar d)
    rw [ZMod.card] at h
    exact_mod_cast h
  constructor
  · rw [mem_unitaryGroup_iff, star_eq_conjTranspose]
    ext j k
    have term : ∀ m, fourier d j m * (fourier d)ᴴ m k = phase d (m * (j - k)) / d := by
      intro m
      rw [conjTranspose_apply, fourier_mul_star, show j * m - k * m = m * (j - k) by ring]
    rw [Matrix.mul_apply, Finset.sum_congr rfl (fun m _ => term m), ← Finset.sum_div, orth]
    by_cases h : j = k
    · subst h
      simp [hd]
    · simp [h, sub_eq_zero]
  · ext j k
    -- the support condition leaves a single term in the inner sum
    have term : ∀ n, (fourier d * pointOp q p) j n * (fourier d)ᴴ n k =
        phase d (2 * q * (j + p)) / d * phase d (n * (-(j + k + 2 * p))) := by
      intro n
      have inner : (fourier d * pointOp q p) j n =
          fourier d j (2 * q - n) * phase d (p * (2 * q - n - n)) := by
        rw [Matrix.mul_apply, Finset.sum_eq_single (2 * q - n)]
        · simp only [pointOp, Matrix.of_apply]
          rw [if_pos (by ring)]
        · intro m _ hm
          simp only [pointOp, Matrix.of_apply]
          rw [if_neg (fun h => hm (eq_sub_of_add_eq h)), mul_zero]
        · intro h
          exact absurd (Finset.mem_univ _) h
      rw [inner, conjTranspose_apply, mul_right_comm, fourier_mul_star, div_mul_eq_mul_div,
        div_mul_eq_mul_div, ← AddChar.map_add_eq_mul, ← AddChar.map_add_eq_mul]
      congr 2
      ring
    rw [Matrix.mul_apply, Finset.sum_congr rfl (fun n _ => term n), ← Finset.mul_sum, orth]
    simp only [pointOp, Matrix.of_apply]
    by_cases h : j + k = 2 * (-p)
    · rw [if_pos (by linear_combination -h), if_pos h, div_mul_cancel₀ _ hd]
      congr 1
      linear_combination q * h
    · rw [if_neg (fun h0 => h (by linear_combination -h0)), if_neg h, mul_zero]
```

## (i) A shear in odd dimension

For odd $d$, show that
$$C\,A(q,p)\,C^\dagger=A(q,p+q).$$

**Solution.** Oddness gives $2c=d+1=1$ modulo $d$, which is `hc`. Conjugation multiplies the $(j,k)$ entry by $\chi(c(j^2-k^2))$. On the support $j+k=2q$,
$$c(j^2-k^2)=c(j-k)(j+k)=2cq(j-k)=q(j-k).$$
The total phase is therefore $\chi((p+q)(j-k))$. The final `linear_combination` performs this factorisation.

```lean
/-- Shear covariance: for odd `d`, conjugation by the chirp sends `A(q,p)` to `A(q,p+q)`. -/
theorem chirp_conj (hd : Odd d) (q p : ZMod d) :
    chirp d * pointOp q p * (chirp d)ᴴ = pointOp q (p + q) := by
  -- for odd `d` the number `(d+1)/2` is the inverse of two
  have hc : 2 * (((d + 1) / 2 : ℕ) : ZMod d) = 1 := by
    obtain ⟨m, hm⟩ := hd
    have e : 2 * ((d + 1) / 2) = d + 1 := by omega
    calc 2 * (((d + 1) / 2 : ℕ) : ZMod d) = ((2 * ((d + 1) / 2) : ℕ) : ZMod d) := by
          rw [Nat.cast_mul, Nat.cast_ofNat]
      _ = 1 := by rw [e, Nat.cast_add, ZMod.natCast_self, zero_add, Nat.cast_one]
  ext j k
  rw [chirp, diagonal_conjTranspose, mul_diagonal, diagonal_mul, Pi.star_apply,
    mul_right_comm, phase_mul_star]
  simp only [pointOp, Matrix.of_apply]
  split_ifs with h
  · rw [← AddChar.map_add_eq_mul]
    congr 1
    linear_combination (((d + 1) / 2 : ℕ) : ZMod d) * (j - k) * h + q * (j - k) * hc
  · rw [mul_zero]
```

## (j) Moving the Wigner function

Show that
$$W_{DMD^\dagger}(q+a,p+b)=W_M(q,p),\qquad W_{FMF^\dagger}(-p,q)=W_M(q,p).$$

**Solution.** For unitary $U$, cyclicity of the trace gives
$$\mathrm{Tr}(UMU^\dagger\,UAU^\dagger)=\mathrm{Tr}(UMAU^\dagger)=\mathrm{Tr}(MA),$$
which is `key`. Take $U=D$ with (f), then $U=F$ with (h), and divide by $d$.

```lean
/-- Displacing a matrix by `X^a Z^b` translates its Wigner function by `(a,b)`, and conjugating
it by the Fourier matrix carries the value at `(q,p)` to `(-p,q)`. -/
theorem wigner_covariance (M : Matrix (ZMod d) (ZMod d) ℂ) (a b : ℕ) (q p : ZMod d) :
    wigner (displacement d a b * M * (displacement d a b)ᴴ) (q + a) (p + b) = wigner M q p ∧
      wigner (fourier d * M * (fourier d)ᴴ) (-p) q = wigner M q p := by
  -- a unitary change of basis preserves the trace pairing
  have key : ∀ U ∈ Matrix.unitaryGroup (ZMod d) ℂ, ∀ A : Matrix (ZMod d) (ZMod d) ℂ,
      Matrix.trace (U * M * Uᴴ * (U * A * Uᴴ)) = Matrix.trace (M * A) := by
    intro U hU A
    have h : Uᴴ * U = 1 := mem_unitaryGroup_iff'.1 hU
    calc _ = Matrix.trace (U * (M * (Uᴴ * U) * A) * Uᴴ) := by simp only [Matrix.mul_assoc]
      _ = Matrix.trace (Uᴴ * (U * (M * (Uᴴ * U) * A))) := Matrix.trace_mul_comm _ _
      _ = _ := by rw [← Matrix.mul_assoc Uᴴ U, h, Matrix.one_mul, Matrix.mul_one]
  constructor
  · rw [wigner, wigner, ← displacement_conj a b q p, key _ (displacement_unitary a b)]
  · rw [wigner, wigner, ← (fourier_conj q p).2, key _ (fourier_conj q p).1]

end

end DiscreteWignerCovariance
```

```lean
#print axioms DiscreteWignerCovariance.phase_natCast
-- 'DiscreteWignerCovariance.phase_natCast' depends on axioms: [propext, Classical.choice, Quot.sound]
#print axioms DiscreteWignerCovariance.chirp_conj
-- 'DiscreteWignerCovariance.chirp_conj' depends on axioms: [propext, Classical.choice, Quot.sound]
#print axioms DiscreteWignerCovariance.wigner_covariance
-- 'DiscreteWignerCovariance.wigner_covariance' depends on axioms: [propext, Classical.choice, Quot.sound]
```

## A basis state of a three-level system

Take $d=3$ and $M=e_0e_0^\dagger$. Then $W_M(q,p)=A(q,p)_{00}/3$, which is $1/3$ on the column $q=0$ and zero elsewhere. Applying $X$ moves the column to $q=1$. Applying $F$ to the original state instead sends each point $(0,p)$ to $(-p,0)$, so the column becomes the row of zero momentum: the Wigner function of the uniform superposition. No new trace is needed in either case.

In simulations of a single $d$-level system, ideal displacement and Fourier gates can thus be applied by relabelling the table. That a laboratory gate implements one of these matrices is a separate physical assumption. For even $d$ the relabelling still holds, but $A(q+d/2,p)=A(q,p)$, so the table repeats itself and does not determine $M$.
